# Any solution of the decoupling equation block-diagonalises a Hermitian two-block Hamiltonian

A finite-dimensional Hamiltonian H has Hermitian diagonal blocks A and D, coupled by B and its adjoint B†. The lemma takes any matrix X with B† + DX = X(A + BX) and states that HW = WK, where W has rows (1, −X†) and (X, 1), and K is block diagonal with blocks A + BX and D − B†X†. W is not normalised to be unitary, and the existence of X is assumed, not proved. The proof compares the two products block by block: the lower-left block is the decoupling equation itself, the upper-right block follows from its adjoint, and the other two are direct algebra.

As first written in Lean, the proof fails:

```lean
import Mathlib

open Matrix
open scoped ComplexOrder

namespace ExactDecoupling

variable {n m k : Type*} [Fintype n] [DecidableEq n] [Fintype m] [DecidableEq m]
  [Fintype k] [DecidableEq k]

/-- The block Hamiltonian with diagonal blocks `A`, `D` and coupling `B`. -/
def blockH (A : Matrix n n ℂ) (B : Matrix n m ℂ) (D : Matrix m m ℂ) :
    Matrix (n ⊕ m) (n ⊕ m) ℂ := fromBlocks A B Bᴴ D

/-- The decoupling equation for the matrix `X` that ties lower to upper components. -/
def Decouples (A : Matrix n n ℂ) (B : Matrix n m ℂ) (D : Matrix m m ℂ)
    (X : Matrix m n ℂ) : Prop := Bᴴ + D * X = X * (A + B * X)

variable {A : Matrix n n ℂ} {B : Matrix n m ℂ} {D : Matrix m m ℂ} {X : Matrix m n ℂ}

/-- For Hermitian `A` and `D`, every solution `X` of the decoupling equation satisfies `H W = W K`,
where `H` is the block Hamiltonian, `W` has rows `(1, -X†)` and `(X, 1)`, and `K` is block diagonal
with blocks `A + B X` and `D - B†X†`. -/
theorem block_diagonalises (hA : A.IsHermitian) (hD : D.IsHermitian) (h : Decouples A B D X) :
    blockH A B D * fromBlocks 1 (-Xᴴ) X 1 =
      fromBlocks 1 (-Xᴴ) X 1 * fromBlocks (A + B * X) 0 0 (D - Bᴴ * Xᴴ) := by
  have h' := congrArg conjTranspose h
  simp only [conjTranspose_add, conjTranspose_mul, conjTranspose_conjTranspose, hA.eq, hD.eq,
    Matrix.add_mul, Matrix.mul_assoc] at h'
  rw [blockH, fromBlocks_multiply, fromBlocks_multiply, fromBlocks_inj]
  refine ⟨by simp, ?_, by simpa using h, ?_⟩
  · simp only [Matrix.mul_neg, Matrix.neg_mul, Matrix.mul_one, Matrix.one_mul, zero_add,
      Matrix.mul_sub]
    linear_combination (norm := module) h'
  · simp only [Matrix.mul_neg, Matrix.mul_one, Matrix.one_mul, Matrix.mul_zero, zero_add]
    abel

end ExactDecoupling
```

The error:

```
Main.lean:31:26: error: Type mismatch: After simplification, term
  h
 has type
  Decouples A B D X
but is expected to have type
  Bᴴ + D * X = X * (A + B * X)
```

The mended proof, as a diff:

```diff
@@ -29,5 +29,5 @@
     Matrix.add_mul, Matrix.mul_assoc] at h'
   rw [blockH, fromBlocks_multiply, fromBlocks_multiply, fromBlocks_inj]
-  refine ⟨by simp, ?_, by simpa using h, ?_⟩
+  refine ⟨by simp, ?_, by simpa [Decouples] using h, ?_⟩
   · simp only [Matrix.mul_neg, Matrix.neg_mul, Matrix.mul_one, Matrix.one_mul, zero_add,
       Matrix.mul_sub]
```

Cause. The error is in the lower-left block, at `simpa using h`. Simplification has brought the goal to `Bᴴ + D * X = X * (A + B * X)`, which is just what `h` says, but `h` still has the type `Decouples A B D X`. `Decouples` is an ordinary `def`, which `simp` does not unfold unless told to, and the final comparison in `simpa` does not unfold it either. So Lean reports a mismatch between a named proposition and its own definition.

The earlier `congrArg conjTranspose h` raises no error, because there Lean can unfold the definition to find the equation it needs.

Writing `simpa [Decouples] using h` gives `simp` the definition to unfold. `h` then becomes the explicit equation and closes the goal. The mathematics is unchanged.
